# Lorentz transformations that fix a photon's momentum rotate or reflect its polarisations, up to multiples of that momentum

Q: A photon moves along $z$ with momentum $k=(1,0,0,1)$, and it is polarised along $x$. I apply a Lorentz transformation that leaves $k$ alone. Surely the polarisation can at most turn in the $xy$ plane?

A: Not quite. Take

$$N=\begin{pmatrix}3/2&1&0&-1/2\\1&1&0&-1\\0&0&1&0\\1/2&1&0&1/2\end{pmatrix}.$$

It preserves the Minkowski product, and $Nk=k$. Applied to the unit vector along $x$, it gives $(1,1,0,1)$, which is the old vector plus $k$. Nothing has turned, yet the polarisation vector has acquired time and $z$ components. An amplitude that vanishes when contracted with $k$ doesn't notice the change.

Q: Is that the general pattern, or a lucky matrix?

A: It is general. Write $\varepsilon_0$ and $\varepsilon_1$ for the unit vectors along $x$ and $y$. Textbooks usually number them 1 and 2, but I count from zero as Lean does. Components of a four-vector $v$ are $v_0,v_1,v_2,v_3$, with $v_0$ the time component and no index lowered. The product is $x\cdot y=x_0y_0-x_1y_1-x_2y_2-x_3y_3$.

Let $L$ preserve this product and fix $k$. Then

$$(L\varepsilon_i)\cdot k=(L\varepsilon_i)\cdot(Lk)=\varepsilon_i\cdot k=0.$$

Since $v\cdot k=v_0-v_3$, the vector $v=L\varepsilon_i$ has $v_0=v_3$. Therefore

$$v=(v_0,v_1,v_2,v_0)=v_1\varepsilon_0+v_2\varepsilon_1+v_0k.$$

Set $R_{0i}=(L\varepsilon_i)_1$, $R_{1i}=(L\varepsilon_i)_2$ and $c_i=(L\varepsilon_i)_0$. This gives $L\varepsilon_i=\sum_jR_{ji}\varepsilon_j+c_ik$. The products of these vectors are

$$-\delta_{ij}=(L\varepsilon_i)\cdot(L\varepsilon_j)=c_ic_j-\sum_lR_{li}R_{lj}-c_ic_j,$$

so $R^TR=1$.

Q: Now show me that the Lean definitions describe the same objects.

A: Four-vectors are functions `Fin 4 → ℝ`, and `mdot` is the product above, with signature $(+,-,-,-)$.

```lean
import Mathlib

open Matrix

namespace PhotonLittleGroup

noncomputable section

/-- The Minkowski product of two real four-vectors, with signature (+,-,-,-). -/
def mdot (x y : Fin 4 → ℝ) : ℝ :=
  x 0 * y 0 - x 1 * y 1 - x 2 * y 2 - x 3 * y 3

/-- The light-like momentum `k = (1,0,0,1)` of a photon moving along z. -/
def photonK : Fin 4 → ℝ := ![1, 0, 0, 1]

/-- The two linear polarisation vectors, the unit vectors along x and y. -/
def pol (i : Fin 2) : Fin 4 → ℝ := (![![0, 1, 0, 0], ![0, 0, 1, 0]] : Fin 2 → Fin 4 → ℝ) i

/-- A real matrix belongs to the little group of the photon if it preserves the Minkowski
product and fixes the momentum `k`. -/
def LittleGroup (L : Matrix (Fin 4) (Fin 4) ℝ) : Prop :=
  (∀ x y, mdot (L *ᵥ x) (L *ᵥ y) = mdot x y) ∧ L *ᵥ photonK = photonK
```

`photonK` is $k$, `pol i` is $\varepsilon_i$, and `L *ᵥ x` is the matrix $L$ applied to the column $x$. Setting the energy to 1 costs nothing for a photon along $z$, because a linear map that fixes $k$ also fixes every multiple of it.

Q: `LittleGroup` says nothing about the determinant. Isn't the little group usually taken among proper rotations and boosts?

A: Often, yes. The predicate here also admits reflections, such as $y\to-y$, so $R$ may have determinant $-1$. The name is also more ambitious than the definition in another respect: `LittleGroup` is a condition on one matrix, and no group law is established. Wigner's analysis goes on from this group to its unitary representations and to helicity; what is shown here is the action on two polarisation vectors.

Q: Which parts of your derivation become lemmas?

A: Four of them. The first is $v\cdot k=v_0-v_3$, and the second is $\varepsilon_i\cdot\varepsilon_j=-\delta_{ij}$.

```lean
/-- The product of a four-vector with `k` is its time component minus its z component. -/
theorem mdot_photonK (v : Fin 4 → ℝ) : mdot v photonK = v 0 - v 3 := by
  simp [mdot, photonK]

/-- The polarisation vectors are space-like, normalised and mutually orthogonal. -/
theorem mdot_pol (i j : Fin 2) : mdot (pol i) (pol j) = -(if i = j then 1 else 0) := by
  fin_cases i <;> fin_cases j <;> simp [mdot, pol]
```

The third is the decomposition of a vector with equal time and $z$ components. Lean compares the two sides component by component.

```lean
/-- A four-vector with equal time and z components is a combination of the two polarisation
vectors and `k`. -/
theorem transverse_decomposition {v : Fin 4 → ℝ} (hv : v 0 = v 3) :
    v = v 1 • pol 0 + v 2 • pol 1 + v 0 • photonK := by
  ext μ
  fin_cases μ <;> simp [pol, photonK, hv]
```

The fourth translates $R^TR=1$ into three scalar equations: two for the lengths of the columns and one for their orthogonality. The fourth matrix entry repeats the orthogonality equation.

```lean
/-- A real 2 by 2 matrix is orthogonal exactly when its columns are orthonormal. -/
theorem orthogonal_iff (R : Matrix (Fin 2) (Fin 2) ℝ) :
    Rᵀ * R = 1 ↔ R 0 0 * R 0 0 + R 1 0 * R 1 0 = 1 ∧
      R 0 0 * R 0 1 + R 1 0 * R 1 1 = 0 ∧ R 0 1 * R 0 1 + R 1 1 * R 1 1 = 1 := by
  constructor
  · intro h
    have h00 := congrFun (congrFun h 0) 0
    have h01 := congrFun (congrFun h 0) 1
    have h11 := congrFun (congrFun h 1) 1
    simp [Matrix.mul_apply, Fin.sum_univ_two] at h00 h01 h11
    exact ⟨h00, h01, h11⟩
  · rintro ⟨h00, h01, h11⟩
    ext i j
    fin_cases i <;> fin_cases j <;> simp [Matrix.mul_apply, Fin.sum_univ_two] <;> linarith
```

Q: And the main statement?

A: It says that for every $L$ satisfying `LittleGroup` there are a real $2\times2$ matrix $R$ with $R^TR=1$ and real numbers $c_0,c_1$ for which the formula for $L\varepsilon_i$ holds for both $i$. The order `R j i` matters: column $i$ of $R$ holds the transverse components of $L\varepsilon_i$.

```lean
/-- A little-group transformation acts on the polarisation vectors by an orthogonal 2 by 2
matrix `R`, up to multiples `c i` of the photon momentum. -/
theorem littleGroup_pol {L : Matrix (Fin 4) (Fin 4) ℝ} (h : LittleGroup L) :
    ∃ R : Matrix (Fin 2) (Fin 2) ℝ, Rᵀ * R = 1 ∧ ∃ c : Fin 2 → ℝ,
      ∀ i, L *ᵥ pol i = ∑ j, R j i • pol j + c i • photonK := by
  -- the transformed vectors remain orthogonal to k
  have hk : ∀ i, (L *ᵥ pol i) 0 = (L *ᵥ pol i) 3 := by
    intro i
    have h1 := h.1 (pol i) photonK
    rw [h.2, mdot_photonK, mdot_photonK] at h1
    have h2 : pol i 0 - pol i 3 = 0 := by fin_cases i <;> simp [pol]
    linarith
  -- the light-like parts drop out of their mutual products
  have ho : ∀ i j, (L *ᵥ pol i) 1 * (L *ᵥ pol j) 1 + (L *ᵥ pol i) 2 * (L *ᵥ pol j) 2
      = if i = j then 1 else 0 := by
    intro i j
    have h1 := h.1 (pol i) (pol j)
    rw [mdot_pol i j] at h1
    simp only [mdot, hk] at h1
    linarith
  refine ⟨!![(L *ᵥ pol 0) 1, (L *ᵥ pol 1) 1; (L *ᵥ pol 0) 2, (L *ᵥ pol 1) 2], ?_,
    fun i => (L *ᵥ pol i) 0, ?_⟩
  · exact (orthogonal_iff _).2
      ⟨by simpa using ho 0 0, by simpa using ho 0 1, by simpa using ho 1 1⟩
  · intro i
    rw [Fin.sum_univ_two]
    fin_cases i
    · exact transverse_decomposition (hk 0)
    · exact transverse_decomposition (hk 1)
```

The intermediate fact `hk` is the first step by hand: invariance of the product with $k$, followed by `linarith`, gives equal time and $z$ components. For `ho`, Lean replaces each time component by the corresponding $z$ component, so that their products cancel and the transverse products remain. The `refine` line then supplies $R$ and $c$ as the components I named, `orthogonal_iff` assembles the relations into $R^TR=1$, and `transverse_decomposition` finishes.

Q: Perhaps the theorem permits pairs $(R,c)$ that no Lorentz transformation produces. Then it would be a weak description.

A: Every pair occurs. Given an orthogonal $R$ and real $c$, put $s=(c_0^2+c_1^2)/2$. For a four-vector $x$ let $u=x_0-x_3$, let $x_T=(x_1,x_2)$, and let $a=c\cdot x_T+su$, where the dot between two-component vectors is the Euclidean one. Define $L$ by

$$x_0\mapsto x_0+a,\qquad x_3\mapsto x_3+a,\qquad x_T\mapsto R(x_T+cu).$$

For a second vector $y$ let $w=y_0-y_3$ and $b=c\cdot y_T+sw$. The time and $z$ parts of the new product give

$$(x_0+a)(y_0+b)-(x_3+a)(y_3+b)=x_0y_0-x_3y_3+aw+bu,$$

where $aw+bu=w\,c\cdot x_T+u\,c\cdot y_T+2suw$. Because $R$ is orthogonal, the transverse part to be subtracted is

$$(x_T+cu)\cdot(y_T+cw)=x_T\cdot y_T+w\,c\cdot x_T+u\,c\cdot y_T+(c_0^2+c_1^2)uw.$$

As $2s=c_0^2+c_1^2$, the extra terms cancel and the product is preserved. For $x=k$ both $u$ and $x_T$ vanish, so $k$ is fixed. For $x=\varepsilon_i$ we have $u=0$ and $a=c_i$, which gives the required action. Written as a matrix, this is `littleElement`.

```lean
/-- The four by four matrix built from a 2 by 2 matrix `R` acting in the transverse plane and
two real shifts `c` along the photon momentum. -/
def littleElement (R : Matrix (Fin 2) (Fin 2) ℝ) (c : Fin 2 → ℝ) : Matrix (Fin 4) (Fin 4) ℝ :=
  !![1 + (c 0 ^ 2 + c 1 ^ 2) / 2, c 0, c 1, -((c 0 ^ 2 + c 1 ^ 2) / 2);
     R 0 0 * c 0 + R 0 1 * c 1, R 0 0, R 0 1, -(R 0 0 * c 0 + R 0 1 * c 1);
     R 1 0 * c 0 + R 1 1 * c 1, R 1 0, R 1 1, -(R 1 0 * c 0 + R 1 1 * c 1);
     (c 0 ^ 2 + c 1 ^ 2) / 2, c 0, c 1, 1 - (c 0 ^ 2 + c 1 ^ 2) / 2]

/-- Conversely, for every orthogonal `R` and all real shifts `c`, the matrix `littleElement R c`
lies in the little group and acts on the polarisation vectors through `R` and `c`. -/
theorem littleElement_realises {R : Matrix (Fin 2) (Fin 2) ℝ} (hR : Rᵀ * R = 1)
    (c : Fin 2 → ℝ) :
    LittleGroup (littleElement R c) ∧
      ∀ i, littleElement R c *ᵥ pol i = ∑ j, R j i • pol j + c i • photonK := by
  obtain ⟨h00, h01, h11⟩ := (orthogonal_iff R).1 hR
  refine ⟨⟨?_, ?_⟩, ?_⟩
  · intro x y
    simp only [mdot, littleElement, Matrix.mulVec, dotProduct, Fin.sum_univ_four,
      Matrix.of_apply, Matrix.cons_val, Matrix.cons_val_zero, Matrix.cons_val_one]
    -- R preserves the product of the shifted transverse parts c (x⁰ - x³) + x_T
    linear_combination
      (-(c 0 * (x 0 - x 3) + x 1) * (c 0 * (y 0 - y 3) + y 1)) * h00
      - ((c 0 * (x 0 - x 3) + x 1) * (c 1 * (y 0 - y 3) + y 2)
        + (c 1 * (x 0 - x 3) + x 2) * (c 0 * (y 0 - y 3) + y 1)) * h01
      - ((c 1 * (x 0 - x 3) + x 2) * (c 1 * (y 0 - y 3) + y 2)) * h11
  · ext μ
    fin_cases μ <;>
      simp [littleElement, photonK, Matrix.mulVec, dotProduct, Fin.sum_univ_four]
  · intro i
    ext μ
    fin_cases i <;> fin_cases μ <;>
      simp [littleElement, pol, photonK, Matrix.mulVec, dotProduct, Fin.sum_univ_four]
```

In the Lean proof, `linear_combination` multiplies the three column relations of $R$ by products of the shifted components $x_T+cu$ and $y_T+cw$. The remaining identity is polynomial and is checked by algebra. The other two parts, fixing $k$ and acting on $\varepsilon_i$, are checked on each component. The matrix $N$ from the start is `littleElement` with $R=1$ and $c=(1,0)$.

Q: A detector doesn't measure polarisation vectors. What happens to a rate?

A: Let $M$ be the amplitude with the photon's polarisation vector stripped off, a complex covector, and write $M(v)=\sum_\mu M_\mu v_\mu$. There are no metric signs here, since a covector meets a vector. Suppose $M(k)=0$. This is the Ward identity, which expresses the gauge invariance of the amplitude: adding a multiple of $k$ to the polarisation changes nothing. With $A_j=M(\varepsilon_j)$, the decomposition gives

$$M(L\varepsilon_i)=\sum_jR_{ji}A_j+c_iM(k)=\sum_jR_{ji}A_j.$$

Hence

$$\sum_i|M(L\varepsilon_i)|^2=\sum_{j,l}\Big(\sum_iR_{ji}R_{li}\Big)A_jA_l^*=\sum_j|A_j|^2.$$

The last equality uses $RR^T=1$, which follows from $R^TR=1$ because $R$ is square.

```lean
/-- The amplitude for a photon with real polarisation vector `v`: the contraction of `v` with
a complex covector `M`. -/
def amp (M : Fin 4 → ℂ) (v : Fin 4 → ℝ) : ℂ := ∑ μ, M μ * (v μ : ℂ)

/-- The amplitude is linear in the polarisation vector, written for three terms. -/
theorem amp_combination (M : Fin 4 → ℂ) (a b d : ℝ) (u v w : Fin 4 → ℝ) :
    amp M (a • u + b • v + d • w) = a * amp M u + b * amp M v + d * amp M w := by
  simp only [amp, Fin.sum_univ_four, Pi.add_apply, Pi.smul_apply, smul_eq_mul]
  push_cast
  ring

/-- If the amplitude obeys the Ward identity `M·k = 0`, the sum of its squared modulus over the
two polarisations is unchanged by a little-group transformation of the polarisation vectors. -/
theorem polarisation_sum_invariant {L : Matrix (Fin 4) (Fin 4) ℝ} (h : LittleGroup L)
    (M : Fin 4 → ℂ) (hM : amp M photonK = 0) :
    ∑ i, ‖amp M (L *ᵥ pol i)‖ ^ 2 = ∑ i, ‖amp M (pol i)‖ ^ 2 := by
  obtain ⟨R, hR, c, hc⟩ := littleGroup_pol h
  -- the shift along k is invisible to the amplitude
  have ha : ∀ i, amp M (L *ᵥ pol i)
      = (R 0 i : ℂ) * amp M (pol 0) + (R 1 i : ℂ) * amp M (pol 1) := by
    intro i
    rw [hc i, Fin.sum_univ_two, amp_combination, hM, mul_zero, add_zero]
  -- the rows of R are orthonormal as well
  have hR' : Rᵀᵀ * Rᵀ = 1 := by
    rw [Matrix.transpose_transpose]
    exact mul_eq_one_comm.1 hR
  obtain ⟨r00, r01, r11⟩ := (orthogonal_iff Rᵀ).1 hR'
  simp only [Matrix.transpose_apply] at r00 r01 r11
  simp only [Fin.sum_univ_two, ha, Complex.sq_norm, Complex.normSq_apply, Complex.add_re,
    Complex.add_im, Complex.mul_re, Complex.mul_im, Complex.ofReal_re, Complex.ofReal_im]
  linear_combination
    ((amp M (pol 0)).re ^ 2 + (amp M (pol 0)).im ^ 2) * r00
    + 2 * ((amp M (pol 0)).re * (amp M (pol 1)).re
      + (amp M (pol 0)).im * (amp M (pol 1)).im) * r01
    + ((amp M (pol 1)).re ^ 2 + (amp M (pol 1)).im ^ 2) * r11

end

end PhotonLittleGroup
```

```lean
#print axioms PhotonLittleGroup.littleElement_realises
#print axioms PhotonLittleGroup.polarisation_sum_invariant
```

```
'PhotonLittleGroup.littleElement_realises' depends on axioms: [propext, Classical.choice, Quot.sound]
'PhotonLittleGroup.polarisation_sum_invariant' depends on axioms: [propext, Classical.choice, Quot.sound]
```

`amp M v` is $M(v)$, and the hypothesis `hM` is the Ward identity. The theorem says that the sum of squared moduli over the two polarisations stays the same when each $\varepsilon_i$ is replaced by $L\varepsilon_i$ and $M$ is held fixed.

The proof takes $R$ and $c$ from `littleGroup_pol`, and `amp_combination` splits the amplitude into three terms, of which `hM` removes the last. To get the row relations, Lean turns $R^TR=1$ into $RR^T=1$ with `mul_eq_one_comm` and applies `orthogonal_iff` to the transpose. The squared moduli are then expanded into real and imaginary parts. The final `linear_combination` weights the row relations by $|A_0|^2$, $2\,\mathrm{Re}(A_0A_1^*)$ and $|A_1|^2$.

Q: Give me numbers, with a real rotation this time.

A: Take

$$R=\begin{pmatrix}3/5&-4/5\\4/5&3/5\end{pmatrix},\qquad c=(1,2),\qquad M=(1,2,i,-1).$$

Then $M(k)=1-1=0$, $A_0=2$ and $A_1=i$, so the original sum is $4+1=5$. The transformed vectors are

$$L\varepsilon_0=(1,\tfrac35,\tfrac45,1),\qquad L\varepsilon_1=(2,-\tfrac45,\tfrac35,2).$$

Their amplitudes are $(6+4i)/5$ and $(-8+3i)/5$, with squared moduli $52/25$ and $73/25$. These add up to 5 again, although each polarisation alone has a different rate from before.

Q: And if I ignore the Ward identity?

A: Then the equality can fail. Take $M=(1,0,0,0)$, for which $M(k)=1$, and use $N$. Both original amplitudes vanish, so the sum is 0. But $N\varepsilon_0=(1,1,0,1)$ has amplitude 1 and $N\varepsilon_1=\varepsilon_1$ has amplitude 0, so the new sum is 1. Invariance under all these transformations is therefore false for unrestricted covectors.

Q: My last doubt: you hold $M$ fixed. If I really change frame, the other particles' momenta and spins change as well.

A: That is the step left to physics. One needs the amplitude to transform as a covector, $M'=ML^{-1}$, when the other particles are carried along. Then $M'(\varepsilon_i)=M(L^{-1}\varepsilon_i)$. The inverse $L^{-1}$ also preserves the product and fixes $k$, so the theorem can be applied to it. This transformation law is an input from field theory, not something Lean derived.

Q: So where would I meet this?

A: In unpolarised rates in quantum electrodynamics. For one external photon with a real linear polarisation basis and an amplitude obeying the Ward identity, the polarisation sum does not depend on which of these transformed pairs of vectors is used.
